# Two or more interchangeable atoms in the plane or in space have no continuous canonical ordering

## Can a list of atoms be put in a standard order without jumps?

No continuous rule can list two interchangeable atoms in the plane in a standard order. In symbols, there is no continuous map $c$ from pairs of distinct complex numbers to pairs such that $c(z,w)=c(w,z)$ and $c(z,w)$ is always $(z,w)$ or $(w,z)$. My picture is that half a turn about the midpoint swaps the atoms, and the rule can't follow. I would like to see this made rigorous and machine-checked, preferably for any number of atoms and in three dimensions too. I would also like to know what happens on a line, where sorting seems to work.

## Half a turn defeats every continuous rule

The claim is true for any number $n\ge 2$ of atoms in any real normed space with two independent directions, which includes the plane and ordinary space. On a line it fails: sorting the coordinates is a continuous canonical ordering for every $n$.

Number the atoms $0,\dots,n-1$ and write $x_k$ for the position of atom $k$. A configuration $x$ is collision-free if its positions are distinct. A canonical ordering $c$ returns the same positions in some order, $c(x)_i=x_{\sigma(i)}$ with a permutation $\sigma$ that may depend on $x$, and its output does not change when the input is relabelled. Suppose that such a $c$ is continuous on the collision-free configurations.

**The permutation cannot change during a motion.** Let $\gamma(t)$ be a continuous collision-free motion, defined for all real $t$. For each permutation $\rho$ let
$$T_\rho=\{t : c(\gamma(t))_i=\gamma(t)_{\rho(i)}\ \text{for all } i\}.$$
Both sides of the equation are continuous in $t$, so $T_\rho$ is closed. Every $t$ lies in some $T_\rho$. It lies in only one, because $\gamma(t)_{\rho(i)}=\gamma(t)_{\rho'(i)}$ for all $i$ forces $\rho=\rho'$ when the positions are distinct. The real line is thus a disjoint union of finitely many closed sets. Each of them is also open, since its complement is a finite union of closed sets. As the line is connected, one $T_\sigma$ is the whole line.

**The exchange motion.** Take independent vectors $a,b$ and set
$$\gamma(t)_0=\cos t\,a+\sin t\,b,\qquad \gamma(t)_1=-\gamma(t)_0,\qquad \gamma(t)_k=k\,a\quad(k\ge2).$$
Atoms 0 and 1 never meet, since $\cos t$ and $\sin t$ do not vanish together. Neither meets a resting atom, since $|\cos t|\le 1<2\le k$. The resting atoms are distinct from each other. At $t=\pi$ the atoms occupy their initial positions with labels 0 and 1 exchanged: $\gamma(\pi)_k=\gamma(0)_{s(k)}$, where $s$ swaps 0 and 1.

**The contradiction.** The constant permutation gives $c(\gamma(\pi))_i=\gamma(\pi)_{\sigma(i)}=\gamma(0)_{s(\sigma(i))}$. Label invariance gives $c(\gamma(\pi))_i=c(\gamma(0))_i=\gamma(0)_{\sigma(i)}$. For the slot $i$ with $\sigma(i)=0$ this reads $\gamma(0)_1=\gamma(0)_0$, that is $-a=a$, which is impossible because $a\neq0$.

**On a line.** Let $\sigma$ sort the distinct numbers $x_0,\dots,x_{n-1}$. The finitely many strict inequalities $x_{\sigma(i)}<x_{\sigma(j)}$ for $i<j$ survive a small displacement, so the same $\sigma$ sorts every nearby configuration. Near $x$, sorting is therefore the continuous map $y\mapsto(y_{\sigma(i)})_i$. For $n\le1$ there are no inequalities to preserve.

## Configurations and orderings as Lean objects

A configuration is a function `Fin n → E`, where `E` is the space in which the atoms live, and collision-free means `Function.Injective x`. The structure `IsCanonicalOrdering c` has two fields. `relabels` says that `c x = x ∘ σ` for some permutation, so output slot `i` holds the position of atom `σ i`. `invariant` says that `c (x ∘ τ) = c x` for every relabelling `τ`. Both are required only of injective configurations, and `ContinuousOn c {x | Function.Injective x}` likewise asks nothing about coinciding atoms.

There are three main theorems:

- `no_continuous_canonical_ordering` assumes `1 < n` and two linearly independent vectors `a`, `b`, and denies that a continuous canonical ordering exists.
- `no_continuous_ordering_of_complex_pairs` is the statement about $c(z,w)$ in your question.
- `sorting_on_line` says that `x ∘ Tuple.sort x` is a canonical ordering of real coordinates and is continuous where they are distinct.

The atoms are points of a single species in free space, without periodic boundaries. Species matter: a pair made of one carbon and one oxygen atom can be listed carbon first, with no discontinuity.

```lean
import Mathlib

open Topology Filter

namespace CanonicalAtomOrdering

noncomputable section

/-- A canonical ordering of `n` atoms: for distinct positions, the output lists the same
positions in some order, and it does not depend on how the input was labelled. -/
structure IsCanonicalOrdering {n : ℕ} {E : Type*} (c : (Fin n → E) → (Fin n → E)) : Prop where
  relabels : ∀ x, Function.Injective x → ∃ σ : Equiv.Perm (Fin n), c x = x ∘ σ
  invariant : ∀ x, Function.Injective x → ∀ τ : Equiv.Perm (Fin n), c (x ∘ τ) = c x

/-- First coordinate of atom `k` at angle `t` of the exchange motion. -/
def coordX (t : ℝ) : ℕ → ℝ
  | 0 => Real.cos t
  | 1 => -Real.cos t
  | k + 2 => (k : ℝ) + 2

/-- Second coordinate of atom `k` at angle `t` of the exchange motion. -/
def coordY (t : ℝ) : ℕ → ℝ
  | 0 => Real.sin t
  | 1 => -Real.sin t
  | _ + 2 => 0

variable {E : Type*} [NormedAddCommGroup E] [NormedSpace ℝ E]

/-- The exchange motion: at angle `t`, atom 0 is at `cos t • a + sin t • b`, atom 1 is at the
opposite point, and every atom `k ≥ 2` rests at `k • a`. -/
def exchangeMotion (n : ℕ) (a b : E) (t : ℝ) (k : Fin n) : E :=
  coordX t k.val • a + coordY t k.val • b

/-- Two atoms with the same coordinates at some angle of the exchange motion are the same atom. -/
theorem coord_injective (t : ℝ) :
    ∀ j k : ℕ, coordX t j = coordX t k → coordY t j = coordY t k → j = k := by
  have h1 := Real.cos_le_one t
  have h2 := Real.neg_one_le_cos t
  have h3 := Real.sin_sq_add_cos_sq t
  intro j k hx hy
  match j, k with
  | 0, 0 => rfl
  | 1, 1 => rfl
  | 0, 1 =>
    change Real.cos t = -Real.cos t at hx
    change Real.sin t = -Real.sin t at hy
    have hc : Real.cos t = 0 := by linarith
    have hs : Real.sin t = 0 := by linarith
    rw [hc, hs] at h3
    norm_num at h3
  | 1, 0 =>
    change -Real.cos t = Real.cos t at hx
    change -Real.sin t = Real.sin t at hy
    have hc : Real.cos t = 0 := by linarith
    have hs : Real.sin t = 0 := by linarith
    rw [hc, hs] at h3
    norm_num at h3
  | 0, k + 2 =>
    change Real.cos t = (k : ℝ) + 2 at hx
    have hk : (0 : ℝ) ≤ k := Nat.cast_nonneg k
    linarith
  | 1, k + 2 =>
    change -Real.cos t = (k : ℝ) + 2 at hx
    have hk : (0 : ℝ) ≤ k := Nat.cast_nonneg k
    linarith
  | j + 2, 0 =>
    change (j : ℝ) + 2 = Real.cos t at hx
    have hj : (0 : ℝ) ≤ j := Nat.cast_nonneg j
    linarith
  | j + 2, 1 =>
    change (j : ℝ) + 2 = -Real.cos t at hx
    have hj : (0 : ℝ) ≤ j := Nat.cast_nonneg j
    linarith
  | j + 2, k + 2 =>
    change (j : ℝ) + 2 = (k : ℝ) + 2 at hx
    have h : (j : ℝ) = k := by linarith
    have h' : j = k := by exact_mod_cast h
    rw [h']

/-- No two atoms collide during the exchange motion if its two directions are independent. -/
theorem exchangeMotion_injective (n : ℕ) {a b : E} (hab : LinearIndependent ℝ ![a, b]) (t : ℝ) :
    Function.Injective (exchangeMotion n a b t) := by
  intro j k h
  unfold exchangeMotion at h
  have h0 : (coordX t j.val - coordX t k.val) • a
      + (coordY t j.val - coordY t k.val) • b = 0 := by
    linear_combination (norm := module) h
  obtain ⟨hx, hy⟩ := LinearIndependent.pair_iff.1 hab _ _ h0
  exact Fin.ext (coord_injective t _ _ (sub_eq_zero.1 hx) (sub_eq_zero.1 hy))

/-- The atoms move continuously during the exchange motion. -/
theorem exchangeMotion_continuous (n : ℕ) (a b : E) : Continuous (exchangeMotion n a b) := by
  have hX : ∀ k : ℕ, Continuous fun t => coordX t k := fun k => match k with
    | 0 => Real.continuous_cos
    | 1 => Real.continuous_cos.neg
    | k + 2 => (continuous_const : Continuous fun _ : ℝ => (k : ℝ) + 2)
  have hY : ∀ k : ℕ, Continuous fun t => coordY t k := fun k => match k with
    | 0 => Real.continuous_sin
    | 1 => Real.continuous_sin.neg
    | _ + 2 => (continuous_const : Continuous fun _ : ℝ => (0 : ℝ))
  exact continuous_pi fun k =>
    ((hX k.val).smul continuous_const).add ((hY k.val).smul continuous_const)

/-- After half a turn the exchange motion reaches its initial configuration with the labels
of atoms 0 and 1 interchanged. -/
theorem exchangeMotion_pi {n : ℕ} (hn : 1 < n) (a b : E) :
    exchangeMotion n a b Real.pi =
      exchangeMotion n a b 0 ∘ Equiv.swap (⟨0, by omega⟩ : Fin n) ⟨1, hn⟩ := by
  funext k
  rw [Function.comp_apply]
  match k with
  | ⟨0, _⟩ =>
    rw [Equiv.swap_apply_left]
    change Real.cos Real.pi • a + Real.sin Real.pi • b = (-Real.cos 0) • a + (-Real.sin 0) • b
    simp
  | ⟨1, _⟩ =>
    rw [Equiv.swap_apply_right]
    change (-Real.cos Real.pi) • a + (-Real.sin Real.pi) • b = Real.cos 0 • a + Real.sin 0 • b
    simp
  | ⟨k + 2, hk⟩ =>
    rw [Equiv.swap_apply_of_ne_of_ne (by rw [Ne, Fin.mk.injEq]; omega)
      (by rw [Ne, Fin.mk.injEq]; omega)]
    change ((k : ℝ) + 2) • a + (0 : ℝ) • b = ((k : ℝ) + 2) • a + (0 : ℝ) • b
    rfl

omit [NormedSpace ℝ E] in
/-- Along a continuous collision-free motion, a continuous canonical ordering applies one and
the same permutation of the labels at all times. -/
theorem permutation_constant {n : ℕ} {c : (Fin n → E) → (Fin n → E)}
    (hc : IsCanonicalOrdering c) (hcont : ContinuousOn c {x | Function.Injective x})
    {γ : ℝ → Fin n → E} (hγ : Continuous γ) (hinj : ∀ t, Function.Injective (γ t)) :
    ∃ σ : Equiv.Perm (Fin n), ∀ t, c (γ t) = γ t ∘ σ := by
  obtain ⟨σ, hσ⟩ := hc.relabels (γ 0) (hinj 0)
  -- the times at which a given permutation is used form a closed set
  have hclosed : ∀ ρ : Equiv.Perm (Fin n), IsClosed {t | c (γ t) = γ t ∘ ρ} := fun ρ =>
    isClosed_eq (hcont.comp_continuous hγ hinj)
      (continuous_pi fun i => (continuous_apply (ρ i)).comp hγ)
  have hcompl : {t | c (γ t) = γ t ∘ σ}ᶜ =
      ⋃ ρ : {ρ : Equiv.Perm (Fin n) // ρ ≠ σ}, {t | c (γ t) = γ t ∘ ρ.1} := by
    ext t
    simp only [Set.mem_compl_iff, Set.mem_ofPred_eq, Set.mem_iUnion]
    constructor
    · intro h
      obtain ⟨ρ, hρ⟩ := hc.relabels (γ t) (hinj t)
      exact ⟨⟨ρ, fun e => h (e ▸ hρ)⟩, hρ⟩
    · rintro ⟨⟨ρ, hne⟩, hρ⟩ h
      exact hne (Equiv.ext fun i => hinj t (congrFun (hρ.symm.trans h) i))
  have hopen : IsOpen {t | c (γ t) = γ t ∘ σ} := by
    rw [← isClosed_compl_iff, hcompl]
    exact isClosed_iUnion_of_finite fun ρ => hclosed ρ.1
  -- the time axis is connected
  have huniv := IsClopen.eq_univ ⟨hclosed σ, hopen⟩ ⟨0, hσ⟩
  exact ⟨σ, fun t => Set.eq_univ_iff_forall.1 huniv t⟩

/-- Two or more atoms in a space with at least two independent directions admit no canonical
ordering that is continuous on the configurations without coinciding atoms. -/
theorem no_continuous_canonical_ordering {n : ℕ} (hn : 1 < n) {a b : E}
    (hab : LinearIndependent ℝ ![a, b]) :
    ¬ ∃ c : (Fin n → E) → (Fin n → E),
      IsCanonicalOrdering c ∧ ContinuousOn c {x | Function.Injective x} := by
  rintro ⟨c, hc, hcont⟩
  have hinj := exchangeMotion_injective n hab
  obtain ⟨σ, hσ⟩ := permutation_constant hc hcont (exchangeMotion_continuous n a b) hinj
  -- compare the outputs before and after the exchange
  have h := hσ Real.pi
  rw [exchangeMotion_pi hn, hc.invariant _ (hinj 0), hσ 0] at h
  have h' := congrFun h (σ.symm ⟨0, by omega⟩)
  simp only [Function.comp_apply, Equiv.apply_symm_apply, Equiv.swap_apply_left] at h'
  have h'' := congrArg Fin.val (hinj 0 h')
  simp at h''

/-- No map on pairs of distinct complex numbers is continuous, symmetric under exchange, and
everywhere equal to the pair in one of its two orders. -/
theorem no_continuous_ordering_of_complex_pairs :
    ¬ ∃ c : ℂ × ℂ → ℂ × ℂ, ContinuousOn c {p | p.1 ≠ p.2} ∧
      (∀ z w, z ≠ w → c (z, w) = c (w, z)) ∧
      (∀ z w, z ≠ w → c (z, w) = (z, w) ∨ c (z, w) = (w, z)) := by
  rintro ⟨c, hc, hsymm, hval⟩
  have hab : LinearIndependent ℝ ![(1 : ℂ), Complex.I] :=
    LinearIndependent.pair_iff.2 fun s t h => by simpa [Complex.ext_iff] using h
  have hne : ∀ x : Fin 2 → ℂ, Function.Injective x → x 0 ≠ x 1 :=
    fun x hx h => absurd (hx h) (by decide)
  have hperm : ∀ τ : Equiv.Perm (Fin 2), τ = 1 ∨ τ = Equiv.swap 0 1 := by decide
  have hcc : ContinuousOn (fun x : Fin 2 → ℂ => c (x 0, x 1)) {x | Function.Injective x} :=
    hc.comp (by fun_prop) (fun x hx => hne x hx)
  refine no_continuous_canonical_ordering (n := 2) (by norm_num) hab
    ⟨fun x => ![(c (x 0, x 1)).1, (c (x 0, x 1)).2], ⟨?_, ?_⟩, ?_⟩
  · intro x hx
    rcases hval _ _ (hne x hx) with h | h
    · exact ⟨1, by funext i; fin_cases i <;> simp [h]⟩
    · exact ⟨Equiv.swap 0 1, by funext i; fin_cases i <;> simp [h]⟩
  · intro x hx τ
    have h := hsymm _ _ (hne x hx)
    rcases hperm τ with rfl | rfl
    · simp
    · simp [h]
  · refine continuousOn_pi.2 fun i => ?_
    fin_cases i
    · exact hcc.fst
    · exact hcc.snd

/-- On a line, sorting the coordinates is a canonical ordering of any number of atoms, and it is
continuous on the configurations without coinciding atoms. -/
theorem sorting_on_line (n : ℕ) :
    IsCanonicalOrdering (fun x : Fin n → ℝ => x ∘ Tuple.sort x) ∧
      ContinuousOn (fun x : Fin n → ℝ => x ∘ Tuple.sort x) {x | Function.Injective x} := by
  refine ⟨⟨fun x _ => ⟨Tuple.sort x, rfl⟩,
    fun x _ τ => Tuple.comp_perm_comp_sort_eq_comp_sort⟩, ?_⟩
  intro x hx
  have hmono : StrictMono (x ∘ Tuple.sort x) :=
    (Tuple.monotone_sort x).strictMono_of_injective
      (Function.Injective.comp hx (Tuple.sort x).injective)
  -- the permutation that sorts `x` also sorts every nearby configuration
  have hev : ∀ᶠ y : Fin n → ℝ in 𝓝 x, ∀ i j, i < j →
      y (Tuple.sort x i) < y (Tuple.sort x j) := by
    refine eventually_all.2 fun i => eventually_all.2 fun j => ?_
    by_cases h : i < j
    · have hi : Continuous fun y : Fin n → ℝ => y (Tuple.sort x i) :=
        continuous_apply (Tuple.sort x i)
      have hj : Continuous fun y : Fin n → ℝ => y (Tuple.sort x j) :=
        continuous_apply (Tuple.sort x j)
      have hn : {y : Fin n → ℝ | y (Tuple.sort x i) < y (Tuple.sort x j)} ∈ 𝓝 x :=
        (isOpen_lt hi hj).mem_nhds (hmono h)
      exact Filter.mem_of_superset hn fun y hy _ => hy
    · exact Eventually.of_forall fun y h' => absurd h' h
  have hcont : ContinuousAt (fun y : Fin n → ℝ => y ∘ Tuple.sort x) x :=
    (continuous_pi fun i => continuous_apply (Tuple.sort x i)).continuousAt
  refine (hcont.congr (hev.mono fun y hy => ?_)).continuousWithinAt
  have hy' : StrictMono (y ∘ Tuple.sort x) := fun i j h => hy i j h
  exact Tuple.comp_sort_eq_comp_iff_monotone.2 hy'.monotone

end

end CanonicalAtomOrdering
```

```lean
#print axioms CanonicalAtomOrdering.no_continuous_canonical_ordering
-- 'CanonicalAtomOrdering.no_continuous_canonical_ordering' depends on axioms: [propext, Classical.choice, Quot.sound]
#print axioms CanonicalAtomOrdering.no_continuous_ordering_of_complex_pairs
-- 'CanonicalAtomOrdering.no_continuous_ordering_of_complex_pairs' depends on axioms: [propext, Classical.choice, Quot.sound]
#print axioms CanonicalAtomOrdering.sorting_on_line
-- 'CanonicalAtomOrdering.sorting_on_line' depends on axioms: [propext, Classical.choice, Quot.sound]
```

## From the exchange motion to the contradiction in Lean

`coordX` and `coordY` hold the coefficients of $a$ and $b$ in the exchange motion. `coord_injective` goes through the pairs of labels: for atoms 0 and 1 it derives $\cos t=\sin t=0$ against $\sin^2t+\cos^2t=1$, and for a moving and a resting atom it uses the bounds on the cosine. `exchangeMotion_injective` carries this over to positions, because linear independence turns equal positions into equal coefficients. `exchangeMotion_continuous` checks continuity atom by atom, and `exchangeMotion_pi` evaluates the motion at $\pi$ and finds the swap.

`permutation_constant` is the connectedness argument. `hclosed` shows that each $T_\rho$ is closed, `hcompl` writes the complement of $T_\sigma$ as the union of the others, and `hopen` concludes that $T_\sigma$ is open. Here $\sigma$ is the permutation used at time 0, so $T_\sigma$ is not empty, and `IsClopen.eq_univ` makes it the whole time axis.

In `no_continuous_canonical_ordering`, the `rw` line applies the swap, label invariance and the constant permutation in turn. Evaluating at `σ.symm ⟨0, _⟩` selects the slot with $\sigma(i)=0$, and injectivity at time 0 then yields the false equation $0=1$ between labels.

The theorem on complex pairs takes $a=1$ and $b=i$ and rewrites a map on `ℂ × ℂ` as one on `Fin 2 → ℂ`. The two allowed outputs correspond to the identity and the swap, which are the only permutations of two labels.

For `sorting_on_line`, `hev` states that the order found at `x` persists nearby. `Tuple.comp_sort_eq_comp_iff_monotone` then identifies sorting with the fixed permutation there, and continuity follows.

## Unordered configurations as the domain

The same question can be modelled with unlabelled configurations as the domain, by identifying labelled ones that differ by a permutation and using the quotient topology. Label invariance is then built into the domain, and a continuous canonical ordering becomes a continuous choice of labels, that is, a continuous section of the quotient map. The mathematical content is the same, but the proof would have to handle the quotient. The version with labels stays closer to a program, which receives an array.

## What a sorted input does to a potential

Suppose a code sorts atoms by their $x$ coordinate, breaking ties by $y$, and passes the sorted array to a model whose energy is a continuous function of that array. Run the exchange motion with $n=2$ and $a,b$ the unit vectors along $x$ and $y$. Just before $t=\pi/2$ the first slot holds atom 1, near $(0,-1)$; just after, it holds atom 0, near $(0,1)$. The atoms have barely moved, yet the input has jumped. Unless the model gives the same value for both orders, its energy jumps as well, which spoils forces and energy conservation in molecular dynamics.

For two or more interchangeable atoms in the plane or in space, without periodic boundaries, the theorem means that another ordering rule whose output is independent of the labels can move the jumps of the input but not remove them all. It does not restrict descriptors that are symmetric without choosing an order: a sum $\sum_k f(x_k)$ with continuous $f$ is both continuous and independent of the labels.
